# Size reduction of an upper triangular lattice basis with positive diagonal

Q: Before I start a periodic simulation in a triclinic cell, I rotate the cell vectors $b_0, b_1, b_2$ so that $b_0$ lies along $+x$ and $b_1$ in the $xy$ plane with a positive $y$ component. For my right-handed cell the columns then form an upper triangular matrix $R$ with positive diagonal. Several molecular dynamics codes then want modest tilts, $|R_{01}|, |R_{02}| \le R_{00}/2$ and $|R_{12}| \le R_{11}/2$, and I get there by adding integer multiples of earlier vectors to later ones. You say Lean proves that this always works. I doubt that a statement about an abstract type `n` describes my cell.

A: For a basis already in that triangular frame it does. The type `n` is any finite ordered index set, and your cell is the case $\{0,1,2\}$. The order says which vectors come earlier.

```lean
import Mathlib

open Matrix

namespace SizeReduction

variable {n : Type*} [Fintype n] [LinearOrder n]
```

In `A i j` the first index is the row, a Cartesian component, and the second is the column, a basis vector. `IsUpper` says that $A_{ij} = 0$ for $j < i$.

```lean
/-- A square matrix is upper triangular when all entries below the diagonal vanish. -/
def IsUpper {α : Type*} [Zero α] (A : Matrix n n α) : Prop :=
  ∀ i j, j < i → A i j = 0
```

The allowed changes of basis are integer matrices $U$ that are upper triangular with $U_{ii} = 1$.

```lean
/-- An integer matrix that is upper triangular with all diagonal entries equal to one. -/
def IsUnitUpper (U : Matrix n n ℤ) : Prop :=
  IsUpper U ∧ ∀ i, U i i = 1
```

Column $j$ of $RU$ is then $b_j + \sum_{k<j} U_{kj} b_k$, which is your operation. `changeBasis R U` is this product.

```lean
/-- The product `R U`: its columns are the integer combinations of the columns of `R` with
coefficients given by the columns of `U`. -/
def changeBasis (R : Matrix n n ℝ) (U : Matrix n n ℤ) : Matrix n n ℝ :=
  R * U.map (Int.cast : ℤ → ℝ)
```

`lattice B` is the set of points $Bm$ with $m$ an integer vector, that is, the translations that repeat the cell.

```lean
/-- The lattice of all integer combinations of the columns of `B`. -/
def lattice (B : Matrix n n ℝ) : Set (n → ℝ) :=
  {v | ∃ m : n → ℤ, v = B *ᵥ fun k => (m k : ℝ)}
```

Q: My input vectors are not triangular. Where is the rotation?

A: It is assumed done. If the columns of a matrix $B$ are independent, Gram–Schmidt gives $B = QR$ with $Q$ orthogonal, and $BU = Q(RU)$, so a $U$ found for $R$ serves for $B$. That factorisation, and the side remarks on codes and on LLL below, are ordinary reasoning and not Lean theorems. In this frame $R_{ii}$ is the length of the part of $b_i$ perpendicular to all earlier vectors. A diagonal with no zero entry means a non-degenerate cell. With a positive diagonal $\det R > 0$, so $Q$ is a proper rotation exactly when $\det B > 0$. For a left-handed cell $Q$ would contain a reflection, which mirrors the structure, so one first reverses the sign of the last basis vector and of the matching fractional coordinate of every atom, which keeps the lattice and leaves the atoms in place. The ratios $R_{ij}/R_{ii}$ are the Gram–Schmidt coefficients.

Q: Derive the bound as you would for a student.

A: Take a number $x$, a length $r \ne 0$, and $c$ the integer nearest to $x/r$. Then
$$|x - rc| = |r|\,\left|\frac{x}{r} - c\right| \le \frac{|r|}{2}.$$
In `round_step`, `h` is the factorisation and `abs_sub_round` supplies $|x/r - c| \le 1/2$.

```lean
/-- Subtracting the nearest integer multiple of a nonzero length `r` leaves a remainder of
magnitude at most `|r| / 2`. -/
theorem round_step (x r : ℝ) (hr : r ≠ 0) : |x - r * (round (x / r) : ℤ)| ≤ |r| / 2 := by
  have h1 : r * (x / r) = x := by field_simp
  have h : x - r * (round (x / r) : ℤ) = r * (x / r - (round (x / r) : ℤ)) := by
    rw [mul_sub, h1]
  have h2 := mul_le_mul_of_nonneg_left (abs_sub_round (x / r)) (abs_nonneg r)
  rw [h, abs_mul]
  linarith
```

Q: That handles one component. Subtracting $c\,b_a$ changes several at once, so why does fixing one entry not spoil another?

A: Because of the order. Let $y$ be the vector to be reduced and $S$ the set of rows to be bounded. Suppose that integers $m_k$ already give $|w_i| \le |R_{ii}|/2$ for $w = y + \sum_k m_k b_k$ on a set $s$ of rows, and let $a$ be an index smaller than all of $s$. Put $c = \mathrm{round}(w_a/R_{aa})$ and $w' = w - c\,b_a$, so that
$$w'_i = w_i - R_{ia}\,c.$$
For $i = a$ this is the rounding step, and $|w'_a| \le |R_{aa}|/2$. For $i \in s$ we have $i > a$, hence $R_{ia} = 0$ and $w'_i = w_i$. Only rows above $a$ can be disturbed, and they have not been treated yet. So one works from the largest index of $S$ to the smallest. `Finset.induction_on_min` is that order, `key` is the formula for $w'_i$, and `hR i a (ha i h)` is $R_{ia} = 0$. The lemma also records that $m_k = 0$ outside $S$, and it needs only a nonzero diagonal.

```lean
/-- For upper triangular `R` with nonzero diagonal, adding to any vector `y` an integer
combination of the columns indexed by `S` brings each component `i ∈ S` within `|R_ii| / 2`. -/
theorem reduce_vector (R : Matrix n n ℝ) (hR : IsUpper R) (hd : ∀ i, R i i ≠ 0)
    (y : n → ℝ) (S : Finset n) :
    ∃ m : n → ℤ, (∀ k, k ∉ S → m k = 0) ∧
      ∀ i ∈ S, |y i + ∑ k, R i k * (m k : ℝ)| ≤ |R i i| / 2 := by
  refine Finset.induction_on_min S ?_ ?_
  · exact ⟨0, fun _ _ => rfl, by simp⟩
  · rintro a s ha ⟨m, hm, hb⟩
    -- round the component at the new smallest index `a`
    obtain ⟨c, hc⟩ : ∃ c : ℤ,
        |(y a + ∑ k, R a k * (m k : ℝ)) - R a a * c| ≤ |R a a| / 2 :=
      ⟨_, round_step _ _ (hd a)⟩
    have key : ∀ i, ∑ k, R i k * ((m k - (if k = a then c else 0) : ℤ) : ℝ)
        = ∑ k, R i k * (m k : ℝ) - R i a * c := by
      intro i
      simp [mul_sub, Finset.sum_sub_distrib]
    refine ⟨fun k => m k - (if k = a then c else 0), ?_, ?_⟩
    · intro k hk
      rw [Finset.mem_insert, not_or] at hk
      simp [hm k hk.2, hk.1]
    · intro i hi
      show |y i + ∑ k, R i k * ((m k - (if k = a then c else 0) : ℤ) : ℝ)| ≤ |R i i| / 2
      rw [key i]
      rcases Finset.mem_insert.1 hi with h | h
      · rw [h, ← add_sub_assoc]
        exact hc
      · -- column `a` vanishes in the rows already reduced
        rw [hR i a (ha i h), zero_mul, sub_zero]
        exact hb i h
```

Q: Show me numbers.

A: Take $b_0 = (2, 0, 0)$, $b_1 = (3.2, 1, 0)$, $b_2 = (1.5, 2.3, 4)$. For column 1, $\mathrm{round}(3.2/2) = 2$ and $b_1 - 2b_0 = (-0.8, 1, 0)$. For column 2, row 1 comes first: $\mathrm{round}(2.3/1) = 2$ and $b_2 - 2b_1 = (-4.9, 0.3, 4)$. Then row 0: $\mathrm{round}(-4.9/2) = -2$, and adding $2b_0$ gives $(-0.9, 0.3, 4)$. Thus
$$U = \begin{pmatrix} 1 & -2 & 2 \\ 0 & 1 & -2 \\ 0 & 0 & 1 \end{pmatrix}, \qquad RU = \begin{pmatrix} 2 & -0.8 & -0.9 \\ 0 & 1 & 0.3 \\ 0 & 0 & 4 \end{pmatrix},$$
with $0.8 \le 1$, $0.9 \le 1$ and $0.3 \le 0.5$. In the opposite order, row 0 first gives $(-0.5, 2.3, 4)$, and subtracting $2b_1$ then leaves $-6.9$ in row 0.

Q: The diagonal survived there. In general?

A: Let $d$ be a vector with $d_k = 0$ for $k > i$. In $\sum_k R_{ik} d_k$ the terms with $k < i$ vanish by triangularity and those with $k > i$ vanish with $d_k$, which leaves $R_{ii} d_i$. The two branches of the `rcases` are these two cases.

```lean
/-- Row `i` of an upper triangular matrix applied to a vector that vanishes beyond index `i`
gives only the diagonal term. -/
theorem upper_row_sum (R : Matrix n n ℝ) (hR : IsUpper R) (d : n → ℝ) (i : n)
    (hd : ∀ k, i < k → d k = 0) : ∑ k, R i k * d k = R i i * d i := by
  refine Finset.sum_eq_single i (fun k _ hk => ?_) (by simp)
  rcases lt_or_gt_of_ne hk with h | h
  · rw [hR i k h, zero_mul]
  · rw [hd k h, mul_zero]
```

Take for $d$ column $j$ of $U$, with $j \le i$. It vanishes for $k > i$, because then $k > j$. So $(RU)_{ij} = R_{ii} U_{ij}$, the statement `h`, which is $0$ for $j < i$ and $R_{ii}$ for $j = i$.

```lean
/-- Multiplying an upper triangular `R` by a unit upper triangular integer `U` keeps it upper
triangular and leaves its diagonal unchanged. -/
theorem changeBasis_upper_diag (R : Matrix n n ℝ) (hR : IsUpper R) (U : Matrix n n ℤ)
    (hU : IsUnitUpper U) :
    IsUpper (changeBasis R U) ∧ ∀ i, changeBasis R U i i = R i i := by
  have h : ∀ i j, j ≤ i → changeBasis R U i j = R i i * (U i j : ℝ) := by
    intro i j hji
    exact upper_row_sum R hR (fun k => (U k j : ℝ)) i
      (fun k hk => by simp [hU.1 k j (lt_of_le_of_lt hji hk)])
  refine ⟨fun i j hji => ?_, fun i => ?_⟩
  · simp [h i j hji.le, hU.1 i j hji]
  · simp [h i i le_rfl, hU.2 i]
```

Q: And the crystal is still the same crystal?

A: For any integer matrix $W$, $(BW)m = B(Wm)$ and $Wm$ is an integer vector, so the lattice of $BW$ lies in that of $B$. This is `sub`, and it gives one inclusion. For the other, the adjugate $V$ of $U$ has integer entries and $UV = (\det U)\,1 = 1$ when $\det U = 1$. Then $(RU)V = R$, which is `back`, and `sub` applied to $RU$ and $V$ puts the lattice of $R$ inside that of $RU$. No triangularity enters.

```lean
/-- An integer matrix `U` of determinant one does not change the lattice: the columns of `R U`
and of `R` have the same integer combinations. -/
theorem lattice_changeBasis (R : Matrix n n ℝ) (U : Matrix n n ℤ) (hU : U.det = 1) :
    lattice (changeBasis R U) = lattice R := by
  have sub : ∀ (B : Matrix n n ℝ) (W : Matrix n n ℤ),
      lattice (changeBasis B W) ⊆ lattice B := by
    rintro B W v ⟨m, rfl⟩
    refine ⟨W *ᵥ m, ?_⟩
    rw [changeBasis, ← Matrix.mulVec_mulVec]
    congr 1
    ext i
    simp [Matrix.mulVec, dotProduct]
  -- the adjugate is an integer inverse
  obtain ⟨V, hV⟩ : ∃ V : Matrix n n ℤ, U * V = 1 :=
    ⟨U.adjugate, by rw [Matrix.mul_adjugate, hU, one_smul]⟩
  have h2 : U.map (Int.cast : ℤ → ℝ) * V.map (Int.cast : ℤ → ℝ) = 1 := by
    ext i j
    have h := congrArg (Int.cast : ℤ → ℝ) (congrFun (congrFun hV i) j)
    simpa [Matrix.mul_apply, Matrix.one_apply] using h
  have back : changeBasis (changeBasis R U) V = R := by
    rw [changeBasis, changeBasis, Matrix.mul_assoc, h2, Matrix.mul_one]
  refine Set.Subset.antisymm (sub R U) ?_
  have h3 := sub (changeBasis R U) V
  rwa [back] at h3
```

Q: Now read me the main theorem.

A: For every real upper triangular $R$ with all $R_{ii} > 0$ there is an integer $U$, upper triangular with unit diagonal and $\det U = 1$, such that $RU$ is upper triangular, $(RU)_{ii} = R_{ii}$, $|(RU)_{ij}| \le R_{ii}/2$ for all $i < j$, and $RU$ and $R$ span the same lattice. The bound uses the diagonal entry of the row. With one basis vector $U = (1)$ and there is no pair $i < j$. The proof applies `reduce_vector` to $y = b_j$ with $S = \{k : k < j\}$, `choose` collects the coefficients `m j`, and $U_{ij}$ is `m j i` plus the unit matrix entry. Since `m j` vanishes outside $S$, $U$ is unit upper triangular, and its determinant is the product of its diagonal. The identity `e`, $(RU)_{ij} = \sum_k R_{ik} m^{(j)}_k + R_{ij}$ with $m^{(j)}$ for `m j`, turns the bound of the lemma into the claimed one.

```lean
/-- Size reduction: for upper triangular `R` with positive diagonal there is a unit upper
triangular integer `U` of determinant one such that `R U` is upper triangular, has the diagonal
and the lattice of `R`, and obeys `|(R U)_ij| ≤ R_ii / 2` for `i < j`. -/
theorem size_reduction (R : Matrix n n ℝ) (hR : IsUpper R) (hd : ∀ i, 0 < R i i) :
    ∃ U : Matrix n n ℤ, IsUnitUpper U ∧ U.det = 1 ∧ IsUpper (changeBasis R U) ∧
      (∀ i, changeBasis R U i i = R i i) ∧
      (∀ i j, i < j → |changeBasis R U i j| ≤ R i i / 2) ∧
      lattice (changeBasis R U) = lattice R := by
  -- reduce each column `j` by the columns that precede it
  choose m hm hb using fun j => reduce_vector R hR (fun i => (hd i).ne') (fun i => R i j)
    (Finset.univ.filter (fun k => k < j))
  obtain ⟨U, hUe⟩ : ∃ U : Matrix n n ℤ, ∀ i j, U i j = m j i + if i = j then 1 else 0 :=
    ⟨Matrix.of fun i j => m j i + if i = j then 1 else 0, fun _ _ => rfl⟩
  have hU : IsUnitUpper U := by
    refine ⟨fun i j hji => ?_, fun i => ?_⟩
    · have h0 : m j i = 0 := hm j i (by simpa using hji.le)
      simp [hUe, h0, hji.ne']
    · have h0 : m i i = 0 := hm i i (by simp)
      simp [hUe, h0]
  have hdet : U.det = 1 := by
    have ht : U.BlockTriangular id := fun i j h => hU.1 i j h
    rw [Matrix.det_of_isUpperTriangular ht]
    simp [hU.2]
  obtain ⟨h1, h2⟩ := changeBasis_upper_diag R hR U hU
  refine ⟨U, hU, hdet, h1, h2, fun i j hij => ?_, lattice_changeBasis R U hdet⟩
  have e : changeBasis R U i j = ∑ k, R i k * (m j k : ℝ) + R i j := by
    simp [changeBasis, Matrix.mul_apply, hUe, mul_add, Finset.sum_add_distrib]
  have h := hb j i (by simpa using hij)
  rw [abs_of_pos (hd i)] at h
  rw [e, add_comm]
  exact h
```

Q: So my cell is now LLL-reduced, with short vectors?

A: Not in general. Permuting basis vectors is what lets LLL change the Gram–Schmidt lengths, and a unit upper triangular $U$ never permutes and leaves every $R_{ii}$ fixed. The columns $(10, 0)$ and $(5, 0.1)$ obey the bound, yet $2b_1 - b_0 = (0, 0.2)$ is far shorter than both. Nothing is claimed about the Lovász condition or about Niggli, Minkowski or Selling cells. For simulation the content is this: a periodic cell in triangular form can be re-chosen within the tilt limits at fixed ordering and in exact arithmetic, with the translations and the diagonal, hence the volume, unchanged.

Q: The theorem only says that $U$ exists. What does my code do?

A: It runs over columns $j$ and, inside, over $i = j-1$ down to $0$. It computes $c = \mathrm{round}(R_{ij}/R_{ii})$ from the current entries, subtracts $c$ times column $i$ from column $j$, and does the same to a matrix $U$ that starts as the identity. Fractional coordinates $f$ of atoms become $U^{-1} f$. An in-place loop subtracts columns that are already reduced, whereas the proof subtracts the original ones.

Q: Then two correct codes could disagree.

A: Only if each output has an entry exactly on the boundary. Let $U$ and $V$ be unit upper triangular, $U$ meeting every bound strictly and $V$ weakly. Go up column $j$ from the bottom. On and below the diagonal they agree. If they agree below row $i < j$, then `upper_row_sum` gives
$$(RU)_{ij} - (RV)_{ij} = R_{ii}\,(U_{ij} - V_{ij}),$$
which is `diff`. The left side is smaller than $R_{ii}$ in magnitude, so $|U_{ij} - V_{ij}| < 1$ (`c1`, `c2`), and `omega` concludes that the integers are equal. The upward induction is `wellFounded_gt`. Positivity is not a hypothesis here, since the strict bound forces $R_{ii} > 0$ in each row where it is used (`p`). In the example all three bounds are strict, so that $U$ is the only one.

```lean
/-- If two unit upper triangular integer matrices both size-reduce an upper triangular `R`, and
one of them meets every bound strictly, then they are equal. -/
theorem size_reduction_unique (R : Matrix n n ℝ) (hR : IsUpper R) (U V : Matrix n n ℤ)
    (hU : IsUnitUpper U) (hV : IsUnitUpper V)
    (bU : ∀ i j, i < j → |changeBasis R U i j| < R i i / 2)
    (bV : ∀ i j, i < j → |changeBasis R V i j| ≤ R i i / 2) : U = V := by
  ext i j
  -- induction from the bottom of column `j` upwards
  refine (wellFounded_gt (α := n)).induction (C := fun i => U i j = V i j) i ?_
  intro i ih
  show U i j = V i j
  rcases lt_trichotomy i j with hij | hij | hij
  · have h : ∑ k, R i k * ((U k j : ℝ) - V k j) = R i i * ((U i j : ℝ) - V i j) :=
      upper_row_sum R hR (fun k => (U k j : ℝ) - V k j) i (fun k hk => by
        have hk' : U k j = V k j := ih k hk
        simp [hk'])
    have diff : changeBasis R U i j - changeBasis R V i j
        = R i i * ((U i j : ℝ) - V i j) := by
      rw [← h]
      simp [changeBasis, Matrix.mul_apply, mul_sub, Finset.sum_sub_distrib]
    obtain ⟨a1, a2⟩ := abs_lt.1 (bU i j hij)
    obtain ⟨a3, a4⟩ := abs_le.1 (bV i j hij)
    have p : 0 < R i i := by linarith
    have c1 : (U i j : ℝ) - V i j < 1 := by
      by_contra hc
      nlinarith [mul_nonneg p.le (sub_nonneg.2 (not_lt.1 hc))]
    have c2 : (V i j : ℝ) - U i j < 1 := by
      by_contra hc
      nlinarith [mul_nonneg p.le (sub_nonneg.2 (not_lt.1 hc))]
    have d1 : U i j - V i j < 1 := by exact_mod_cast c1
    have d2 : V i j - U i j < 1 := by exact_mod_cast c2
    omega
  · rw [hij, hU.2, hV.2]
  · rw [hU.1 i j hij, hV.1 i j hij]
```

Q: Could a cleverer $U$ beat $1/2$?

A: Not for all $R$, if $U$ is to be unit upper triangular. Take columns $(1, 0)$ and $(1/2, 1)$.

```lean
/-- The two-dimensional basis with columns `(1, 0)` and `(1/2, 1)`. -/
noncomputable def halfShear : Matrix (Fin 2) (Fin 2) ℝ := !![1, 1 / 2; 0, 1]
```

Here $(RU)_{01} = U_{01} + 1/2$. For $U_{01} \ge 0$ this is at least $1/2$, and for $U_{01} \le -1$ it is at most $-1/2$, the two cases of the final `rcases`. So `half_sharp` states that this matrix satisfies the hypotheses of `size_reduction` and that $|(RU)_{01}| \ge R_{00}/2$ for every such $U$. It concerns this one two-dimensional basis. The values $U_{01} = 0$ and $U_{01} = -1$ both reach $1/2$, and this is the tie that the strict bound in the uniqueness theorem excludes.

```lean
/-- The constant `1/2` is sharp: `halfShear` is upper triangular with positive diagonal, and every
unit upper triangular integer `U` leaves the entry `(0, 1)` at least `R_00 / 2` in magnitude. -/
theorem half_sharp : IsUpper halfShear ∧ (∀ i, 0 < halfShear i i) ∧
    ∀ U : Matrix (Fin 2) (Fin 2) ℤ, IsUnitUpper U →
      halfShear 0 0 / 2 ≤ |changeBasis halfShear U 0 1| := by
  refine ⟨?_, ?_, fun U hU => ?_⟩
  · intro i j h
    fin_cases i <;> fin_cases j <;> simp [halfShear] at h ⊢
  · intro i
    fin_cases i <;> simp [halfShear]
  · have e : changeBasis halfShear U 0 1 = (U 0 1 : ℝ) + 1 / 2 := by
      simp [changeBasis, halfShear, Matrix.mul_apply, Fin.sum_univ_two, hU.2 1]
    have e0 : halfShear 0 0 = 1 := by simp [halfShear]
    rw [e, e0, le_abs]
    rcases le_or_gt 0 (U 0 1) with h | h
    · have h' : (0 : ℝ) ≤ U 0 1 := by exact_mod_cast h
      left
      linarith
    · have h1 : U 0 1 + 1 ≤ 0 := by omega
      have h' : (U 0 1 : ℝ) + 1 ≤ 0 := by exact_mod_cast h1
      right
      linarith

end SizeReduction
```

```lean
#print axioms SizeReduction.size_reduction
-- 'SizeReduction.size_reduction' depends on axioms: [propext, Classical.choice, Quot.sound]
#print axioms SizeReduction.size_reduction_unique
-- 'SizeReduction.size_reduction_unique' depends on axioms: [propext, Classical.choice, Quot.sound]
#print axioms SizeReduction.half_sharp
-- 'SizeReduction.half_sharp' depends on axioms: [propext, Classical.choice, Quot.sound]
```
